# Sub-Pfaffians give a kernel vector and the adjugate of a 5×5 antisymmetric matrix with zero diagonal

Let $A$ be a $5\times5$ matrix over a commutative ring, with $A_{ij}=-A_{ji}$, $A_{ii}=0$ and sites numbered 0 to 4. For sites $p<q<r<s$ the Pfaffian is $A_{pq}A_{rs}-A_{pr}A_{qs}+A_{ps}A_{qr}$, and $v_i$ is $(-1)^i$ times the Pfaffian of $A$ with row and column $i$ deleted. The Majorana operators obey $\gamma_i\gamma_j+\gamma_j\gamma_i=2\delta_{ij}$, and $H=\sum_{ij}A_{ij}\gamma_i\gamma_j$.

I believe that $Av=0$ and $\operatorname{adj}(A)=vv^{T}$, so that $\sum_i v_i\gamma_i$ commutes with $H$. Can this be made rigorous and machine-checked?

## Kernel, adjugate and commutator for five sites

Yes. Write the couplings as

$$A=\begin{pmatrix}0&a&b&c&d\\-a&0&e&f&g\\-b&-e&0&h&k\\-c&-f&-h&0&l\\-d&-g&-k&-l&0\end{pmatrix},\qquad
v=\begin{pmatrix}el-fk+gh\\-(bl-ck+dh)\\al-cg+df\\-(ak-bg+de)\\ah-bf+ce\end{pmatrix}.$$

The first entry of $Av$ is

$$-a(bl-ck+dh)+b(al-cg+df)-c(ak-bg+de)+d(ah-bf+ce)=0,$$

since the twelve terms cancel in pairs. Relabelling the sites permutes $v$ up to an overall sign, so the other entries vanish too.

For the adjugate, expand along the top row, where $p,q,r,s$ now denote arbitrary ring elements:

$$\det\begin{pmatrix}p&q&r&s\\-e&0&h&k\\-f&-h&0&l\\-g&-k&-l&0\end{pmatrix}=v_0\,(ql-rk+sh).$$

The top row $(0,e,f,g)$ gives $\operatorname{adj}(A)_{00}=v_0^2$. The top row $(a,b,c,d)$ gives $-v_0v_1$, and the cofactor sign turns this into $\operatorname{adj}(A)_{01}=v_0v_1$. Relabelling gives the remaining entries.

Now let $w$ be any vector and $r_i=(Aw)_i$. Direct expansion gives

$$v_0w_1-v_1w_0=-l\,r_2+k\,r_3-h\,r_4,$$

and relabelling gives the other pairs. Hence $Aw=0$ implies $v_iw_j=v_jw_i$. Over a field with some $v_i\ne0$, this says $w=(w_i/v_i)\,v$.

Finally, with $k$ now a site index,

$$[\gamma_i\gamma_j,\gamma_k]=\gamma_i\{\gamma_j,\gamma_k\}-\{\gamma_i,\gamma_k\}\gamma_j=2\delta_{jk}\gamma_i-2\delta_{ik}\gamma_j.$$

Summing against $A_{ij}$ and using antisymmetry gives $[H,\gamma_k]=4\sum_iA_{ik}\gamma_i$. By linearity $[H,\sum_kv_k\gamma_k]=4\sum_i(Av)_i\gamma_i$, which is zero for the Pfaffian vector.

In Lean 4 with Mathlib:

```lean
import Mathlib

open Matrix

namespace MajoranaZeroMode

variable {R : Type*} [CommRing R]

/-- A Majorana coupling matrix: antisymmetric with zero diagonal. -/
def IsCoupling {n : Type*} (A : Matrix n n R) : Prop :=
  (∀ i j, A i j = -A j i) ∧ ∀ i, A i i = 0

/-- The Pfaffian of four sites: the signed sum over the three pairings. -/
def pf4 (M : Matrix (Fin 4) (Fin 4) R) : R :=
  M 0 1 * M 2 3 - M 0 2 * M 1 3 + M 0 3 * M 1 2

/-- The amplitude on site `i` is `(-1)^i` times the Pfaffian of the other four sites. -/
def zeroMode (A : Matrix (Fin 5) (Fin 5) R) (i : Fin 5) : R :=
  (-1) ^ (i : ℕ) * pf4 (A.submatrix i.succAbove i.succAbove)

/-- The quadratic Hamiltonian `∑ A i j γ i γ j`. -/
def hamiltonian {n C : Type*} [Fintype n] [Ring C] [Algebra R C]
    (A : Matrix n n R) (γ : n → C) : C := ∑ i, ∑ j, A i j • (γ i * γ j)

/-- The operator `∑ v k γ k` of a mode with amplitudes `v`. -/
def modeOp {n C : Type*} [Fintype n] [Ring C] [Algebra R C]
    (v : n → R) (γ : n → C) : C := ∑ k, v k • γ k

/-- The five amplitudes written out in the couplings. -/
theorem zeroMode_eq (A : Matrix (Fin 5) (Fin 5) R) : zeroMode A =
    ![A 1 2 * A 3 4 - A 1 3 * A 2 4 + A 1 4 * A 2 3,
      -(A 0 2 * A 3 4 - A 0 3 * A 2 4 + A 0 4 * A 2 3),
      A 0 1 * A 3 4 - A 0 3 * A 1 4 + A 0 4 * A 1 3,
      -(A 0 1 * A 2 4 - A 0 2 * A 1 4 + A 0 4 * A 1 2),
      A 0 1 * A 2 3 - A 0 2 * A 1 3 + A 0 3 * A 1 2] := by
  have t : ∀ (i : Fin 5) (k : Fin 4), i.succAbove k = (![![1, 2, 3, 4], ![0, 2, 3, 4],
      ![0, 1, 3, 4], ![0, 1, 2, 4], ![0, 1, 2, 3]] : Fin 5 → Fin 4 → Fin 5) i k := by decide
  ext i
  simp only [zeroMode, pf4, submatrix_apply, t]
  fin_cases i <;> simp <;> ring

/-- A five-site coupling matrix is given by its ten couplings above the diagonal. -/
theorem exists_couplings {A : Matrix (Fin 5) (Fin 5) R} (hA : IsCoupling A) :
    ∃ a b c d e f g h k l : R, A = !![0, a, b, c, d; -a, 0, e, f, g; -b, -e, 0, h, k;
      -c, -f, -h, 0, l; -d, -g, -k, -l, 0] := by
  refine ⟨A 0 1, A 0 2, A 0 3, A 0 4, A 1 2, A 1 3, A 1 4, A 2 3, A 2 4, A 3 4, ?_⟩
  ext i j
  fin_cases i <;> fin_cases j <;> first | rfl | exact hA.2 _ | exact hA.1 _ _

/-- The vector of signed sub-Pfaffians is annihilated by the coupling matrix. -/
theorem mulVec_zeroMode {A : Matrix (Fin 5) (Fin 5) R} (hA : IsCoupling A) :
    A *ᵥ zeroMode A = 0 := by
  obtain ⟨a, b, c, d, e, f, g, h, k, l, rfl⟩ := exists_couplings hA
  rw [zeroMode_eq]
  ext i
  fin_cases i <;> simp [mulVec, dotProduct, Fin.sum_univ_five] <;> ring

/-- The determinant of a 4×4 matrix, expanded along its first row. -/
theorem det_four (M : Matrix (Fin 4) (Fin 4) R) : M.det =
    M 0 0 * (M 1 1 * (M 2 2 * M 3 3 - M 2 3 * M 3 2) - M 1 2 * (M 2 1 * M 3 3 - M 2 3 * M 3 1)
      + M 1 3 * (M 2 1 * M 3 2 - M 2 2 * M 3 1))
    - M 0 1 * (M 1 0 * (M 2 2 * M 3 3 - M 2 3 * M 3 2) - M 1 2 * (M 2 0 * M 3 3 - M 2 3 * M 3 0)
      + M 1 3 * (M 2 0 * M 3 2 - M 2 2 * M 3 0))
    + M 0 2 * (M 1 0 * (M 2 1 * M 3 3 - M 2 3 * M 3 1) - M 1 1 * (M 2 0 * M 3 3 - M 2 3 * M 3 0)
      + M 1 3 * (M 2 0 * M 3 1 - M 2 1 * M 3 0))
    - M 0 3 * (M 1 0 * (M 2 1 * M 3 2 - M 2 2 * M 3 1) - M 1 1 * (M 2 0 * M 3 2 - M 2 2 * M 3 0)
      + M 1 2 * (M 2 0 * M 3 1 - M 2 1 * M 3 0)) := by
  have t : ∀ (i : Fin 4) (k : Fin 3), i.succAbove k = (![![1, 2, 3], ![0, 2, 3],
      ![0, 1, 3], ![0, 1, 2]] : Fin 4 → Fin 3 → Fin 4) i k := by decide
  rw [det_succ_row_zero]
  simp only [Fin.sum_univ_four, det_fin_three, submatrix_apply, t]
  simp
  ring

set_option maxHeartbeats 400000 in
/-- The adjugate of a five-site coupling matrix is `v vᵀ`, with `v` the vector of signed
sub-Pfaffians. -/
theorem adjugate_eq {A : Matrix (Fin 5) (Fin 5) R} (hA : IsCoupling A) :
    A.adjugate = vecMulVec (zeroMode A) (zeroMode A) := by
  have t : ∀ (i : Fin 5) (k : Fin 4), i.succAbove k = (![![1, 2, 3, 4], ![0, 2, 3, 4],
      ![0, 1, 3, 4], ![0, 1, 2, 4], ![0, 1, 2, 3]] : Fin 5 → Fin 4 → Fin 5) i k := by decide
  obtain ⟨a, b, c, d, e, f, g, h, k, l, rfl⟩ := exists_couplings hA
  ext i j
  -- each entry of the adjugate is a signed 4×4 minor
  rw [adjugate_fin_succ_eq_det_submatrix, det_four, zeroMode_eq]
  simp only [submatrix_apply, t, vecMulVec_apply]
  fin_cases i <;> fin_cases j <;> simp <;> ring

/-- Every vector annihilated by the coupling matrix is proportional to the Pfaffian vector,
in the sense that all their 2×2 minors vanish. -/
theorem kernel_minors {A : Matrix (Fin 5) (Fin 5) R} (hA : IsCoupling A) {w : Fin 5 → R}
    (hw : A *ᵥ w = 0) (i j : Fin 5) : zeroMode A i * w j = zeroMode A j * w i := by
  obtain ⟨v, hv⟩ : ∃ v, v = zeroMode A := ⟨_, rfl⟩
  rw [← hv]
  obtain ⟨a, b, c, d, e, f, g, h, k, l, rfl⟩ := exists_couplings hA
  rw [zeroMode_eq] at hv
  have v0 : v 0 = e * l - f * k + g * h := congrFun hv 0
  have v1 : v 1 = -(b * l - c * k + d * h) := congrFun hv 1
  have v2 : v 2 = a * l - c * g + d * f := congrFun hv 2
  have v3 : v 3 = -(a * k - b * g + d * e) := congrFun hv 3
  have v4 : v 4 = a * h - b * f + c * e := congrFun hv 4
  -- the five equations of the kernel
  have r0 : a * w 1 + b * w 2 + c * w 3 + d * w 4 = 0 := by
    simpa [mulVec, dotProduct, Fin.sum_univ_five] using congrFun hw 0
  have r1 : -a * w 0 + e * w 2 + f * w 3 + g * w 4 = 0 := by
    simpa [mulVec, dotProduct, Fin.sum_univ_five] using congrFun hw 1
  have r2 : -b * w 0 + -e * w 1 + h * w 3 + k * w 4 = 0 := by
    simpa [mulVec, dotProduct, Fin.sum_univ_five] using congrFun hw 2
  have r3 : -c * w 0 + -f * w 1 + -h * w 2 + l * w 4 = 0 := by
    simpa [mulVec, dotProduct, Fin.sum_univ_five] using congrFun hw 3
  have r4 : -d * w 0 + -g * w 1 + -k * w 2 + -l * w 3 = 0 := by
    simpa [mulVec, dotProduct, Fin.sum_univ_five] using congrFun hw 4
  have q01 : v 0 * w 1 = v 1 * w 0 := by
    rw [v0, v1]; linear_combination -l * r2 + k * r3 - h * r4
  have q02 : v 0 * w 2 = v 2 * w 0 := by
    rw [v0, v2]; linear_combination l * r1 - g * r3 + f * r4
  have q03 : v 0 * w 3 = v 3 * w 0 := by
    rw [v0, v3]; linear_combination -k * r1 + g * r2 - e * r4
  have q04 : v 0 * w 4 = v 4 * w 0 := by
    rw [v0, v4]; linear_combination h * r1 - f * r2 + e * r3
  have q12 : v 1 * w 2 = v 2 * w 1 := by
    rw [v1, v2]; linear_combination -l * r0 + d * r3 - c * r4
  have q13 : v 1 * w 3 = v 3 * w 1 := by
    rw [v1, v3]; linear_combination k * r0 - d * r2 + b * r4
  have q14 : v 1 * w 4 = v 4 * w 1 := by
    rw [v1, v4]; linear_combination -h * r0 + c * r2 - b * r3
  have q23 : v 2 * w 3 = v 3 * w 2 := by
    rw [v2, v3]; linear_combination -g * r0 + d * r1 - a * r4
  have q24 : v 2 * w 4 = v 4 * w 2 := by
    rw [v2, v4]; linear_combination f * r0 - c * r1 + a * r3
  have q34 : v 3 * w 4 = v 4 * w 3 := by
    rw [v3, v4]; linear_combination -e * r0 + b * r1 - a * r2
  clear hv v0 v1 v2 v3 v4 r0 r1 r2 r3 r4
  fin_cases i <;> fin_cases j <;> simp [q01, q02, q03, q04, q12, q13, q14, q23, q24, q34]

/-- Over a field, if the Pfaffian vector is nonzero, the kernel of the coupling matrix
consists exactly of its multiples. -/
theorem kernel_eq_line {K : Type*} [Field K] {A : Matrix (Fin 5) (Fin 5) K}
    (hA : IsCoupling A) (hv : zeroMode A ≠ 0) (w : Fin 5 → K) :
    A *ᵥ w = 0 ↔ ∃ c : K, w = c • zeroMode A := by
  constructor
  · intro hw
    obtain ⟨i, hi⟩ := Function.ne_iff.mp hv
    have hi' : zeroMode A i ≠ 0 := hi
    refine ⟨w i / zeroMode A i, funext fun j => ?_⟩
    rw [Pi.smul_apply, smul_eq_mul, div_mul_eq_mul_div, eq_div_iff hi']
    linear_combination kernel_minors hA hw i j
  · rintro ⟨c, rfl⟩
    rw [mulVec_smul, mulVec_zeroMode hA, smul_zero]

/-- For Majorana operators on any finite set of sites and an antisymmetric matrix `A`, the
commutator of the quadratic Hamiltonian with the mode `v` is four times the mode `A v`. -/
theorem commutator_modeOp {n C : Type*} [Fintype n] [DecidableEq n] [Ring C] [Algebra R C]
    {A : Matrix n n R} (hA : ∀ i j, A i j = -A j i) {γ : n → C}
    (hγ : ∀ i j, γ i * γ j + γ j * γ i = if i = j then 2 else 0) (v : n → R) :
    hamiltonian A γ * modeOp v γ - modeOp v γ * hamiltonian A γ
      = ∑ i, (4 * (A *ᵥ v) i) • γ i := by
  have key : ∀ k, hamiltonian A γ * γ k - γ k * hamiltonian A γ
      = ∑ i, (4 * A i k) • γ i := by
    intro k
    -- a commutator with a pair reduces to two anticommutators
    have hc : ∀ i j, γ i * γ j * γ k - γ k * (γ i * γ j)
        = γ i * (if j = k then 2 else 0) - (if i = k then 2 else 0) * γ j := by
      intro i j
      rw [← hγ j k, ← hγ i k]
      noncomm_ring
    have h1 : ∑ i, ∑ j, A i j • (γ i * (if j = k then 2 else 0))
        = ∑ i, A i k • (γ i * 2) := by
      refine Finset.sum_congr rfl fun i _ => ?_
      rw [Finset.sum_eq_single k (fun j _ hj => by simp [hj]) (by simp)]
      simp
    have h2 : ∑ i, ∑ j, A i j • ((if i = k then 2 else 0) * γ j)
        = ∑ j, A k j • (2 * γ j) := by
      rw [Finset.sum_eq_single k (fun i _ hi => by simp [hi]) (by simp)]
      simp
    simp only [hamiltonian, Finset.sum_mul, Finset.mul_sum, smul_mul_assoc, mul_smul_comm,
      ← Finset.sum_sub_distrib, ← smul_sub, hc]
    simp only [smul_sub, Finset.sum_sub_distrib]
    rw [h1, h2, ← Finset.sum_sub_distrib]
    refine Finset.sum_congr rfl fun i _ => ?_
    rw [hA k i, mul_two, two_mul]
    module
  have hs : hamiltonian A γ * modeOp v γ - modeOp v γ * hamiltonian A γ
      = ∑ k, v k • (hamiltonian A γ * γ k - γ k * hamiltonian A γ) := by
    simp only [modeOp, Finset.mul_sum, Finset.sum_mul, mul_smul_comm, smul_mul_assoc,
      smul_sub, Finset.sum_sub_distrib]
  rw [hs]
  simp only [key, mulVec, dotProduct, Finset.mul_sum, Finset.sum_smul, Finset.smul_sum,
    smul_smul]
  rw [Finset.sum_comm]
  refine Finset.sum_congr rfl fun i _ => Finset.sum_congr rfl fun k _ => ?_
  congr 1
  ring

/-- For five Majorana operators and a coupling matrix `A`, the mode with Pfaffian amplitudes
commutes with the quadratic Hamiltonian. -/
theorem zeroMode_commutes {C : Type*} [Ring C] [Algebra R C]
    {A : Matrix (Fin 5) (Fin 5) R} (hA : IsCoupling A) {γ : Fin 5 → C}
    (hγ : ∀ i j, γ i * γ j + γ j * γ i = if i = j then 2 else 0) :
    hamiltonian A γ * modeOp (zeroMode A) γ = modeOp (zeroMode A) γ * hamiltonian A γ := by
  rw [← sub_eq_zero, commutator_modeOp hA.1 hγ, mulVec_zeroMode hA]
  simp

/-- Five 4×4 gamma matrices with Gaussian-integer entries. -/
def gammas : Fin 5 → Matrix (Fin 4) (Fin 4) GaussianInt :=
  ![!![0, 0, 1, 0; 0, 0, 0, 1; 1, 0, 0, 0; 0, 1, 0, 0],
    !![0, 0, ⟨0, -1⟩, 0; 0, 0, 0, ⟨0, -1⟩; ⟨0, 1⟩, 0, 0, 0; 0, ⟨0, 1⟩, 0, 0],
    !![0, 1, 0, 0; 1, 0, 0, 0; 0, 0, 0, -1; 0, 0, -1, 0],
    !![0, ⟨0, -1⟩, 0, 0; ⟨0, 1⟩, 0, 0, 0; 0, 0, 0, ⟨0, 1⟩; 0, 0, ⟨0, -1⟩, 0],
    !![1, 0, 0, 0; 0, -1, 0, 0; 0, 0, -1, 0; 0, 0, 0, 1]]

/-- The five gamma matrices satisfy the Majorana anticommutation relations. -/
theorem gammas_witness : ∀ i j, gammas i * gammas j + gammas j * gammas i
    = if i = j then 2 else 0 := by
  decide +kernel

/-- The open five-site chain with nearest-neighbour couplings `a, b, c, d` is a coupling
matrix, and its Pfaffian vector vanishes on the second and fourth sites. -/
theorem chain_witness (a b c d : R) :
    IsCoupling !![0, a, 0, 0, 0; -a, 0, b, 0, 0; 0, -b, 0, c, 0; 0, 0, -c, 0, d;
      0, 0, 0, -d, 0] ∧
    zeroMode !![0, a, 0, 0, 0; -a, 0, b, 0, 0; 0, -b, 0, c, 0; 0, 0, -c, 0, d;
      0, 0, 0, -d, 0] = ![b * d, 0, a * d, 0, a * c] := by
  refine ⟨⟨fun i j => ?_, fun i => ?_⟩, ?_⟩
  · fin_cases i <;> fin_cases j <;> simp
  · fin_cases i <;> simp
  · rw [zeroMode_eq]
    ext i
    fin_cases i <;> simp

end MajoranaZeroMode
```

```lean
#print axioms MajoranaZeroMode.adjugate_eq
-- 'MajoranaZeroMode.adjugate_eq' depends on axioms: [propext, Classical.choice, Quot.sound]
#print axioms MajoranaZeroMode.kernel_eq_line
-- 'MajoranaZeroMode.kernel_eq_line' depends on axioms: [propext, Classical.choice, Quot.sound]
#print axioms MajoranaZeroMode.zeroMode_commutes
-- 'MajoranaZeroMode.zeroMode_commutes' depends on axioms: [propext, Classical.choice, Quot.sound]
```

In the file, `IsCoupling` holds the two conditions on $A$, `pf4` is the four-site Pfaffian and `zeroMode A` is $v$. The theorems `mulVec_zeroMode` and `adjugate_eq` state the two matrix identities; `vecMulVec` is the outer product. `kernel_eq_line` says that, over a field and for $v\neq0$, the kernel consists exactly of the multiples of $v$.

The operators $\gamma_i$ live in any ring `C` that is an algebra over the coefficients, with the anticommutation relations as hypothesis `hγ`. In the usual complex setting they give $\gamma_i^2=1$; the self-adjointness of physical Majorana operators is not assumed. `gammas_witness` exhibits five matrices obeying the relations. They show that the hypothesis can be met. Their product is $-1$, so they also obey $\gamma_4=-\gamma_0\gamma_1\gamma_2\gamma_3$, a relation that the anticommutation rules do not impose. `hamiltonian` omits the customary prefactor $i/4$, which does not affect commutation. `commutator_modeOp` holds for any finite set of sites, `zeroMode_commutes` for five.

The zero diagonal is a separate condition because, in a general commutative ring, $2A_{ii}=0$ need not imply $A_{ii}=0$. Over $\mathbb Z/2$, take $A_{00}=A_{12}=A_{21}=A_{34}=A_{43}=1$ and all other entries zero. Antisymmetry holds, but $v=(1,0,0,0,0)^T$ and $Av=v\neq0$.

The vector is unnormalised and may vanish, as for $A=0$. For real couplings and $v\ne0$, dividing by $\sqrt{\sum_i v_i^2}$ gives a mode that squares to 1. In the open chain of `chain_witness`, where $a,b,c,d$ now denote the nearest-neighbour couplings $A_{01},A_{12},A_{23},A_{34}$, the normalised amplitudes are $(bd,0,ad,0,ac)/\sqrt{b^2d^2+a^2d^2+a^2c^2}$. The result concerns an algebraic zero mode, with no statement about localisation or topological protection. For non-interacting five-Majorana models, it supplies, when $v\ne0$, a closed-form reference for numerical kernel routines.

The proofs follow the same calculation, with case checks in place of relabelling. `exists_couplings` introduces the ten letters and `zeroMode_eq` expands $v$; `fin_cases` then splits $Av=0$ into entries, and `ring` closes each. `adjugate_eq` treats all 25 entries this way, using `det_four` for the minors. In `kernel_minors`, each `linear_combination` supplies the multiples of the equations $r_i=0$ for one pair of sites, and `kernel_eq_line` divides by a nonzero amplitude.

In `commutator_modeOp`, `hc` is the reduction to anticommutators, `h1` and `h2` collapse the delta sums, `key` gives $[H,\gamma_k]$, and `hs` is linearity. `zeroMode_commutes` then inserts $Av=0$.
